# One p electron in an axial field that raises p_z: the lowest spin–orbit splitting is 3ζ/2 at zero field and tends to ζ in a strong field

## Two coupled states

Take one electron in a p shell and two of its states: $(p_x - i p_y)/\sqrt2$ with spin up, and $p_z$ with spin down. The first has $l_z=-1$, the second $l_z=0$, and both have $l_z+s_z=-1/2$ (in units of $\hbar$). Let $\zeta>0$ be the spin–orbit constant and let $D\ge 0$ be the energy by which an axial field raises $p_z$ above $p_x$ and $p_y$. In these two states the Hamiltonian is

$$\begin{pmatrix} -\zeta/2 & \zeta/\sqrt2\\ \zeta/\sqrt2 & D\end{pmatrix}.$$

At $D=0$ its eigenvalues are $-\zeta$ and $\zeta/2$. For large $D$ the $p_z$ state is far away and the lower eigenvalue approaches $-\zeta/2$. The state $(p_x+ip_y)/\sqrt2$ with spin up stays at $\zeta/2$ throughout, so its distance from the lower eigenvalue goes from $3\zeta/2$ to $\zeta$.

## The full shell and its levels

On all six spin-orbitals the Hamiltonian is

$$H=\zeta\,\mathbf l\cdot\mathbf s + D(1-l_z^2).$$

Here $\zeta$ stands for the radial strength of the spin–orbit interaction, and $D$ for the effect of a bond axis or an axial environment. Both are given parameters. Write

$$S=\sqrt{\tfrac14(D+\tfrac\zeta2)^2+\tfrac12\zeta^2},\qquad E_\pm=\tfrac12(D-\tfrac\zeta2)\pm S .$$

For $\zeta>0$ the levels are exactly $\zeta/2$, $E_-$ and $E_+$. If also $D\ge0$, the lowest is $E_-$ and the next distinct one is $\zeta/2$. Their splitting $\Delta=\zeta/2-E_-$ equals $3\zeta/2$ at $D=0$, the atomic $^2P$ value, and satisfies

$$\zeta<\Delta\le\zeta+\frac{\zeta^2}{2D+\zeta},$$

so it tends to $\zeta$, the $^2\Pi$ value, as $D\to\infty$.

A spin–orbit state-interaction calculation diagonalises the Hamiltonian in a chosen set of states. The present model, with one electron and fixed $\zeta$, gives a simple example of leaving states out: without the $p_z$ states its splitting would be $\zeta$ at every $D$, and for $D\ge0$ the error made within the model is at most $\zeta^2/(2D+\zeta)$.

## Separation into two blocks

Number $p_x,p_y,p_z$ as 0, 1, 2 and spin up, down as 0, 1. In the Cartesian basis $l_z^2$ is 1 on $p_x$ and $p_y$ and 0 on $p_z$, so $1-l_z^2$ projects on $p_z$.

Let $x=v_{0,0}$, $y=v_{1,0}$, $w=v_{2,1}$. Multiplying the matrix entries gives these contributions to $\mathbf l\cdot\mathbf s\,v$:

- component $(0,0)$: $-\tfrac i2y$ from $l_zs_z$ and $i\cdot(-\tfrac i2)w=\tfrac12w$ from $l_ys_y$;
- component $(1,0)$: $\tfrac i2x$ from $l_zs_z$ and $-\tfrac i2w$ from $l_xs_x$;
- component $(2,1)$: $\tfrac i2y$ from $l_xs_x$ and $(-i)\cdot\tfrac i2x=\tfrac12x$ from $l_ys_y$.

Hence $Hv=Ev$ requires

$$\begin{aligned}
Ex&=\tfrac\zeta2(-iy+w),\\
Ey&=\tfrac\zeta2(ix-iw),\\
Ew&=\tfrac\zeta2(iy+x)+Dw.
\end{aligned}$$

For the opposite spins the $l_ys_y$ and $l_zs_z$ terms change sign. The same three equations then hold with $x=v_{0,1}$, $y=-v_{1,1}$, $w=-v_{2,0}$.

## The secular equation

Subtract $i$ times the second equation from the first, then add it instead:

$$(E-\tfrac\zeta2)(x-iy)=0,\qquad (E+\tfrac\zeta2)(x+iy)=\zeta w .$$

The third equation reads $(E-D)w=\tfrac\zeta2(x+iy)$. Multiplying it by $E+\zeta/2$ and substituting gives

$$\left[(E+\tfrac\zeta2)(E-D)-\tfrac{\zeta^2}2\right]w=0,$$

and multiplying the equation for $x+iy$ by $E-D$ gives the same factor times $x+iy$. If $E\ne\zeta/2$ and the bracket is nonzero, then $x-iy$, $x+iy$ and $w$ vanish, and so does the block.

Conversely, $(x,y,w)=(1,i,0)/\sqrt2$ is a normalised eigenvector at $\zeta/2$. If the bracket vanishes,

$$\frac{(\zeta,\,-i\zeta,\,2E+\zeta)}{\sqrt{2\zeta^2+(2E+\zeta)^2}}$$

is one at $E$. Expanding the bracket yields

$$E^2-(D-\tfrac\zeta2)E-\tfrac{\zeta D}2-\tfrac{\zeta^2}2=0.$$

Since $(D-\zeta/2)^2+2\zeta D=(D+\zeta/2)^2$, its roots are $E_\pm$.

## Order and splitting

Put $a=(D+\zeta/2)/2>0$. Then $S^2=a^2+\zeta^2/2$, so $S>a$ and $E_-<-\zeta/2<\zeta/2$. The inequality $E_+\ge\zeta/2$ means $S\ge(3\zeta/2-D)/2$, which follows from

$$S^2-\tfrac14(\tfrac{3\zeta}2-D)^2=\zeta D\ge0 .$$

The splitting is $\Delta=\zeta-a+S$, which exceeds $\zeta$. With $t=\zeta^2/(2D+\zeta)=\zeta^2/(4a)$ we have $S^2=a^2+2at\le(a+t)^2$, hence $\Delta\le\zeta+t$. Because $t\to0$, $\Delta\to\zeta$. At $D=0$, $S^2=9\zeta^2/16$, so $S=3\zeta/4$ and $\Delta=3\zeta/2$.

## The shell as a complex matrix in Lean

The index type `Fin 3 × Fin 2` pairs an orbital with a spin, in the numbering above. `pShell ζ D` is $H$, built with Kronecker products `⊗ₖ`; the matrices `lx` to `sz` fix the phase convention and $\hbar=1$. `IsLevel H E` says that the real number `E` has a nonzero eigenvector, which need not be normalised. `lowerLevel` and `upperLevel` are $E_-$ and $E_+$.

`isLevel_iff` gives the complete set of levels for `0 < ζ` and any real `D`. `ground_and_first_excited` adds `0 ≤ D` and uses `IsLeast` twice: for the set of all levels, and for the set of levels above `lowerLevel`. The splitting theorems concern the difference `ζ / 2 - lowerLevel ζ D`, and `Tendsto … atTop (𝓝 ζ)` is the limit $D\to\infty$ at fixed $\zeta$.

`IsLevel` does not count degeneracy. The model has one electron and one p shell, without electron repulsion, other configurations or any dependence of $\zeta$ on the field. The term symbols are the physical reading of the two limits.

```lean
import Mathlib

open Matrix Filter
open Complex (I)
open scoped Kronecker Topology

namespace PShellSpinOrbit

noncomputable section

/-- Orbital angular momentum `l_x` in the basis `p_x, p_y, p_z`. -/
def lx : Matrix (Fin 3) (Fin 3) ℂ := !![0, 0, 0; 0, 0, -I; 0, I, 0]

/-- Orbital angular momentum `l_y` in the basis `p_x, p_y, p_z`. -/
def ly : Matrix (Fin 3) (Fin 3) ℂ := !![0, 0, I; 0, 0, 0; -I, 0, 0]

/-- Orbital angular momentum `l_z` in the basis `p_x, p_y, p_z`. -/
def lz : Matrix (Fin 3) (Fin 3) ℂ := !![0, -I, 0; I, 0, 0; 0, 0, 0]

/-- Spin-1/2 matrix `s_x` in the basis up, down. -/
def sx : Matrix (Fin 2) (Fin 2) ℂ := !![0, 1 / 2; 1 / 2, 0]

/-- Spin-1/2 matrix `s_y` in the basis up, down. -/
def sy : Matrix (Fin 2) (Fin 2) ℂ := !![0, -I / 2; I / 2, 0]

/-- Spin-1/2 matrix `s_z` in the basis up, down. -/
def sz : Matrix (Fin 2) (Fin 2) ℂ := !![1 / 2, 0; 0, -1 / 2]

/-- The p-shell Hamiltonian `ζ l·s + D (1 - l_z²)` on the six spin-orbitals. -/
def pShell (ζ D : ℝ) : Matrix (Fin 3 × Fin 2) (Fin 3 × Fin 2) ℂ :=
  (ζ : ℂ) • (lx ⊗ₖ sx + ly ⊗ₖ sy + lz ⊗ₖ sz) +
    (D : ℂ) • ((1 - lz * lz) ⊗ₖ (1 : Matrix (Fin 2) (Fin 2) ℂ))

/-- The real number `E` is an energy level of `H`: some nonzero state satisfies `H v = E v`. -/
def IsLevel (H : Matrix (Fin 3 × Fin 2) (Fin 3 × Fin 2) ℂ) (E : ℝ) : Prop :=
  ∃ v : Fin 3 × Fin 2 → ℂ, v ≠ 0 ∧ H *ᵥ v = (E : ℂ) • v

/-- The energy `(D - ζ/2)/2 - √((D + ζ/2)²/4 + ζ²/2)`. -/
def lowerLevel (ζ D : ℝ) : ℝ :=
  (D - ζ / 2) / 2 - √((D + ζ / 2) ^ 2 / 4 + ζ ^ 2 / 2)

/-- The energy `(D - ζ/2)/2 + √((D + ζ/2)²/4 + ζ²/2)`. -/
def upperLevel (ζ D : ℝ) : ℝ :=
  (D - ζ / 2) / 2 + √((D + ζ / 2) ^ 2 / 4 + ζ ^ 2 / 2)

/-- The axial field operator `1 - l_z²` is the projector on `p_z`. -/
theorem one_sub_lz_sq : 1 - lz * lz = !![0, 0, 0; 0, 0, 0; 0, 0, 1] := by
  ext i j
  fin_cases i <;> fin_cases j <;> simp [lz]

/-- The six components of `H v`: `p_x, p_y` with one spin couple only to each other and to
`p_z` with the opposite spin. -/
theorem pShell_mulVec (ζ D : ℝ) (v : Fin 3 × Fin 2 → ℂ) :
    (pShell ζ D *ᵥ v) (0, 0) = ζ / 2 * (-I * v (1, 0) + v (2, 1)) ∧
    (pShell ζ D *ᵥ v) (1, 0) = ζ / 2 * (I * v (0, 0) - I * v (2, 1)) ∧
    (pShell ζ D *ᵥ v) (2, 1) = ζ / 2 * (I * v (1, 0) + v (0, 0)) + D * v (2, 1) ∧
    (pShell ζ D *ᵥ v) (0, 1) = ζ / 2 * (I * v (1, 1) - v (2, 0)) ∧
    (pShell ζ D *ᵥ v) (1, 1) = ζ / 2 * (-I * v (0, 1) - I * v (2, 0)) ∧
    (pShell ζ D *ᵥ v) (2, 0) = ζ / 2 * (I * v (1, 1) - v (0, 1)) + D * v (2, 0) := by
  simp only [pShell, one_sub_lz_sq]
  refine ⟨?_, ?_, ?_, ?_, ?_, ?_⟩ <;>
    simp [-Complex.I_mul_I, Matrix.mulVec, dotProduct, Fintype.sum_prod_type,
      Fin.sum_univ_three, Fin.sum_univ_two, lx, ly, lz, sx, sy, sz, Matrix.one_apply]
  · linear_combination (-(ζ / 2 : ℂ) * v (2, 1)) * Complex.I_sq
  · ring
  · linear_combination (-(ζ / 2 : ℂ) * v (0, 0)) * Complex.I_sq
  · linear_combination ((ζ / 2 : ℂ) * v (2, 0)) * Complex.I_sq
  · ring
  · linear_combination ((ζ / 2 : ℂ) * v (0, 1)) * Complex.I_sq

/-- Within one three-component block, the eigenvalue equations have only the zero solution
unless `E = ζ/2` or `(E + ζ/2)(E - D) = ζ²/2`. -/
theorem block_eq_zero {ζ D E : ℝ} {x y w : ℂ} (hk : E ≠ ζ / 2)
    (hQ : (E + ζ / 2) * (E - D) ≠ ζ ^ 2 / 2)
    (h1 : ζ / 2 * (-I * y + w) = E * x) (h2 : ζ / 2 * (I * x - I * w) = E * y)
    (h3 : ζ / 2 * (I * y + x) + D * w = E * w) : x = 0 ∧ y = 0 ∧ w = 0 := by
  have hk' : (E : ℂ) - ζ / 2 ≠ 0 := by
    intro h
    apply hk
    apply Complex.ofReal_injective
    push_cast
    linear_combination h
  have hQ' : ((E : ℂ) + ζ / 2) * (E - D) - ζ ^ 2 / 2 ≠ 0 := by
    intro h
    apply hQ
    apply Complex.ofReal_injective
    push_cast
    linear_combination h
  -- `x - i y` decouples; `x + i y` couples to `w`
  have hp : x - I * y = 0 := by
    apply (mul_eq_zero.1 _).resolve_left hk'
    linear_combination -h1 + I * h2 - (ζ / 2 : ℂ) * (x - w) * Complex.I_sq
  have hq : ((E : ℂ) + ζ / 2) * (x + I * y) = ζ * w := by
    linear_combination -h1 - I * h2 + (ζ / 2 : ℂ) * (x - w) * Complex.I_sq
  have hw : ((E : ℂ) - D) * w = ζ / 2 * (x + I * y) := by
    linear_combination -h3
  have hw0 : w = 0 := by
    apply (mul_eq_zero.1 _).resolve_left hQ'
    linear_combination ((E : ℂ) + ζ / 2) * hw + (ζ / 2 : ℂ) * hq
  have hq0 : x + I * y = 0 := by
    apply (mul_eq_zero.1 _).resolve_left hQ'
    linear_combination ((E : ℂ) - D) * hq + (ζ : ℂ) * hw
  refine ⟨?_, ?_, hw0⟩
  · linear_combination (hp + hq0) / 2
  · linear_combination (-I / 2) * (hq0 - hp) + y * Complex.I_sq

/-- Secular equation for `ζ > 0`: `E` is a level exactly when `E = ζ/2` or `(E + ζ/2)(E - D) =
ζ²/2`. -/
theorem isLevel_iff_secular {ζ D E : ℝ} (hζ : 0 < ζ) :
    IsLevel (pShell ζ D) E ↔ E = ζ / 2 ∨ (E + ζ / 2) * (E - D) = ζ ^ 2 / 2 := by
  constructor
  · rintro ⟨v, hv, h⟩
    by_contra hne
    obtain ⟨hk, hQ⟩ := not_or.1 hne
    obtain ⟨c1, c2, c3, c4, c5, c6⟩ := pShell_mulVec ζ D v
    rw [h] at c1 c2 c3 c4 c5 c6
    simp only [Pi.smul_apply, smul_eq_mul] at c1 c2 c3 c4 c5 c6
    obtain ⟨a1, a2, a3⟩ := block_eq_zero hk hQ c1.symm c2.symm c3.symm
    -- the second block is the first one with two signs reversed
    obtain ⟨b1, b2, b3⟩ := block_eq_zero (x := v (0, 1)) (y := -v (1, 1)) (w := -v (2, 0))
      hk hQ (by linear_combination -c4) (by linear_combination c5) (by linear_combination c6)
    apply hv
    ext ⟨i, j⟩
    fin_cases i <;> fin_cases j
    exacts [a1, b1, a2, neg_eq_zero.1 b2, neg_eq_zero.1 b3, a3]
  · -- a solution of the first block gives an eigenvector
    have key : ∀ x y w : ℂ, x ≠ 0 → ζ / 2 * (-I * y + w) = E * x →
        ζ / 2 * (I * x - I * w) = E * y → ζ / 2 * (I * y + x) + D * w = E * w →
        IsLevel (pShell ζ D) E := by
      intro x y w hx h1 h2 h3
      let v : Fin 3 × Fin 2 → ℂ := fun p => !![x, 0; y, 0; 0, w] p.1 p.2
      obtain ⟨c1, c2, c3, c4, c5, c6⟩ := pShell_mulVec ζ D v
      have d4 : (pShell ζ D *ᵥ v) (0, 1) = ((E : ℂ) • v) (0, 1) := by rw [c4]; simp [v]
      have d5 : (pShell ζ D *ᵥ v) (1, 1) = ((E : ℂ) • v) (1, 1) := by rw [c5]; simp [v]
      have d6 : (pShell ζ D *ᵥ v) (2, 0) = ((E : ℂ) • v) (2, 0) := by rw [c6]; simp [v]
      refine ⟨v, fun h => hx (congrFun h (0, 0)), ?_⟩
      ext ⟨i, j⟩
      fin_cases i <;> fin_cases j
      exacts [c1.trans h1, d4, c2.trans h2, d5, d6, c3.trans h3]
    rintro (hE | hQ)
    · have hE' : (E : ℂ) = ζ / 2 := by rw [hE]; push_cast; rfl
      apply key 1 I 0 one_ne_zero <;> rw [hE']
      · linear_combination (-(ζ / 2 : ℂ)) * Complex.I_sq
      · ring
      · linear_combination (ζ / 2 : ℂ) * Complex.I_sq
    · have hQ' : ((E : ℂ) + ζ / 2) * (E - D) = ζ ^ 2 / 2 := by exact_mod_cast hQ
      apply key ζ (-I * ζ) (2 * E + ζ) (Complex.ofReal_ne_zero.2 hζ.ne')
      · linear_combination (ζ / 2 * ζ : ℂ) * Complex.I_sq
      · ring
      · linear_combination (-(ζ / 2 * ζ) : ℂ) * Complex.I_sq - 2 * hQ'

/-- For `ζ > 0` the levels of the p shell are exactly `ζ/2`, `lowerLevel` and `upperLevel`. -/
theorem isLevel_iff {ζ D E : ℝ} (hζ : 0 < ζ) :
    IsLevel (pShell ζ D) E ↔ E = ζ / 2 ∨ E = lowerLevel ζ D ∨ E = upperLevel ζ D := by
  rw [isLevel_iff_secular hζ]
  have hS := Real.sq_sqrt (show 0 ≤ (D + ζ / 2) ^ 2 / 4 + ζ ^ 2 / 2 by positivity)
  have hfac : (E - lowerLevel ζ D) * (E - upperLevel ζ D) =
      (E + ζ / 2) * (E - D) - ζ ^ 2 / 2 := by
    unfold lowerLevel upperLevel
    linear_combination -hS
  rw [← sub_eq_zero (a := (E + ζ / 2) * (E - D)), ← hfac, mul_eq_zero, sub_eq_zero,
    sub_eq_zero]

/-- For `ζ > 0` and `D ≥ 0` the lowest level is `lowerLevel`, and the next distinct level
is `ζ/2`. -/
theorem ground_and_first_excited {ζ D : ℝ} (hζ : 0 < ζ) (hD : 0 ≤ D) :
    IsLeast {E | IsLevel (pShell ζ D) E} (lowerLevel ζ D) ∧
    IsLeast {E | IsLevel (pShell ζ D) E ∧ lowerLevel ζ D < E} (ζ / 2) := by
  have hlow : lowerLevel ζ D < ζ / 2 := by
    have h : (D + ζ / 2) / 2 < √((D + ζ / 2) ^ 2 / 4 + ζ ^ 2 / 2) :=
      (Real.lt_sqrt (by positivity)).2 (by nlinarith [pow_pos hζ 2])
    unfold lowerLevel
    linarith
  -- a nonnegative axial field keeps the upper root at or above `ζ/2`
  have hup : ζ / 2 ≤ upperLevel ζ D := by
    have h : (3 * (ζ / 2) - D) / 2 ≤ √((D + ζ / 2) ^ 2 / 4 + ζ ^ 2 / 2) :=
      (le_abs_self _).trans (Real.abs_le_sqrt (by nlinarith [mul_nonneg hζ.le hD]))
    unfold upperLevel
    linarith
  refine ⟨⟨(isLevel_iff hζ).2 (Or.inr (Or.inl rfl)), ?_⟩,
    ⟨⟨(isLevel_iff hζ).2 (Or.inl rfl), hlow⟩, ?_⟩⟩
  · intro E hE
    rcases (isLevel_iff hζ).1 hE with h | h | h <;> linarith
  · rintro E ⟨hE, hlt⟩
    rcases (isLevel_iff hζ).1 hE with h | h | h <;> linarith

/-- For `ζ > 0` and no axial field, the splitting `ζ/2 - lowerLevel` is `3ζ/2`. -/
theorem splitting_atomic {ζ : ℝ} (hζ : 0 < ζ) : ζ / 2 - lowerLevel ζ 0 = 3 * ζ / 2 := by
  have h : (0 + ζ / 2) ^ 2 / 4 + ζ ^ 2 / 2 = (3 * ζ / 4) ^ 2 := by ring
  rw [lowerLevel, h, Real.sqrt_sq (by positivity)]
  ring

/-- For `ζ > 0` and `D ≥ 0` the splitting `ζ/2 - lowerLevel` exceeds `ζ` by a positive amount of at
most `ζ²/(2D + ζ)`. -/
theorem splitting_bounds {ζ D : ℝ} (hζ : 0 < ζ) (hD : 0 ≤ D) :
    ζ < ζ / 2 - lowerLevel ζ D ∧
    ζ / 2 - lowerLevel ζ D ≤ ζ + ζ ^ 2 / (2 * D + ζ) := by
  have hlo : (D + ζ / 2) / 2 < √((D + ζ / 2) ^ 2 / 4 + ζ ^ 2 / 2) :=
    (Real.lt_sqrt (by positivity)).2 (by nlinarith [pow_pos hζ 2])
  have ht : ζ ^ 2 / (2 * D + ζ) * (2 * D + ζ) = ζ ^ 2 :=
    div_mul_cancel₀ _ (by positivity)
  have hhi : √((D + ζ / 2) ^ 2 / 4 + ζ ^ 2 / 2) ≤
      (D + ζ / 2) / 2 + ζ ^ 2 / (2 * D + ζ) :=
    Real.sqrt_le_iff.2 ⟨by positivity, by nlinarith [sq_nonneg (ζ ^ 2 / (2 * D + ζ))]⟩
  unfold lowerLevel
  constructor <;> linarith

/-- For fixed `ζ > 0`, the splitting `ζ/2 - lowerLevel` tends to `ζ` as `D → ∞`. -/
theorem splitting_tendsto {ζ : ℝ} (hζ : 0 < ζ) :
    Tendsto (fun D => ζ / 2 - lowerLevel ζ D) atTop (𝓝 ζ) := by
  have hden : Tendsto (fun D : ℝ => 2 * D + ζ) atTop atTop :=
    tendsto_atTop_add_const_right _ _ (tendsto_id.const_mul_atTop two_pos)
  have hbound : Tendsto (fun D : ℝ => ζ + ζ ^ 2 / (2 * D + ζ)) atTop (𝓝 ζ) := by
    simpa using (hden.const_div_atTop (ζ ^ 2)).const_add ζ
  refine tendsto_of_tendsto_of_tendsto_of_le_of_le' tendsto_const_nhds hbound ?_ ?_
  · filter_upwards [eventually_ge_atTop (0 : ℝ)] with D hD
    exact (splitting_bounds hζ hD).1.le
  · filter_upwards [eventually_ge_atTop (0 : ℝ)] with D hD
    exact (splitting_bounds hζ hD).2

end

end PShellSpinOrbit
```

```lean
#print axioms PShellSpinOrbit.ground_and_first_excited
#print axioms PShellSpinOrbit.splitting_atomic
#print axioms PShellSpinOrbit.splitting_tendsto
```

```
'PShellSpinOrbit.ground_and_first_excited' depends on axioms: [propext, Classical.choice, Quot.sound]
'PShellSpinOrbit.splitting_atomic' depends on axioms: [propext, Classical.choice, Quot.sound]
'PShellSpinOrbit.splitting_tendsto' depends on axioms: [propext, Classical.choice, Quot.sound]
```

## From matrix entries to the secular equation in Lean

`one_sub_lz_sq` checks the projector entry by entry. `pShell_mulVec` computes the six components of $Hv$: `simp` expands the sums, and `linear_combination` with `Complex.I_sq` supplies $i^2=-1$ where two imaginary entries meet.

`block_eq_zero` is the elimination within one block. Its steps `hp`, `hq` and `hw` are the statement $x-iy=0$, the equation for $x+iy$ and the equation for $w$. `hw0` and `hq0` then use the nonzero bracket, and the last lines recover $x$ and $y$ from their two combinations.

In `isLevel_iff_secular`, the forward direction assumes that neither condition on $E$ holds and applies `block_eq_zero` twice, the second time with the reversed signs. All six components vanish, which contradicts `v ≠ 0`. For the converse, `key` places a block solution with $x\ne0$ into a six-component vector whose other entries are zero. It is applied to $(1,i,0)$ and $(\zeta,-i\zeta,2E+\zeta)$, the eigenvectors above without their norms.

## Square roots, ordering and the limit in Lean

`isLevel_iff` factorises the quadratic: `hfac` equates $(E-E_-)(E-E_+)$ with the bracket, using the square of the root from `hS`.

In `ground_and_first_excited`, `hlow` and `hup` are the two comparisons of squares. `Real.abs_le_sqrt` bounds the absolute value of $(3\zeta/2-D)/2$, so no case distinction on its sign is needed. The `IsLeast` claims follow by running through the three possible levels.

`splitting_atomic` recognises the perfect square $(3\zeta/4)^2$. In `splitting_bounds`, `hlo` is $S>a$ and `hhi` is $S\le a+t$, where `nlinarith` receives $t^2\ge0$ as the missing term. `splitting_tendsto` squeezes the splitting between the constant $\zeta$ and the upper bound, which `hbound` shows to converge to $\zeta$; the two inequalities are needed only for $D\ge0$, hence eventually.
